# The Christoffel–Darboux formula for Lanczos polynomials with nonzero off-diagonal coefficients

## Coefficients, polynomials and indices

The Lanczos method applied to a Hermitian matrix A and a normalised starting vector q₀ produces real diagonal coefficients a₀, a₁, … and real off-diagonal coefficients b₁, b₂, …. Each Lanczos vector is a polynomial in A acting on the first one, qⱼ = pⱼ(A) q₀. The polynomials start from p₋₁ = 0 and p₀ = 1 and obey

bⱼ₊₁ pⱼ₊₁(x) = (x − aⱼ) pⱼ(x) − bⱼ pⱼ₋₁(x).

Here the coefficients are given real numbers, and everything is derived from this recurrence. The number of polynomials in a sum is m ≥ 1, written m = n + 1 with n = 0, 1, 2, …, and the sum itself is

Sₙ(x, y) = p₀(x)p₀(y) + p₁(x)p₁(y) + … + pₙ(x)pₙ(y).

The Christoffel–Darboux formula expresses x − y times this sum through pₙ and pₙ₊₁ alone:

(x − y) Sₙ(x, y) = bₙ₊₁ (pₙ₊₁(x)pₙ(y) − pₙ(x)pₙ₊₁(y)).

It requires b₁, …, bₙ₊₁ to be nonzero. In a Lanczos run, bⱼ is the length of the vector left over after orthogonalisation, so a nonzero bⱼ means that the Krylov space is still growing. The usual choice bⱼ > 0 is allowed but not needed.

```lean
import Mathlib

open Polynomial

namespace LanczosChristoffelDarboux
```

## Solving the recurrence for its newest member

Dividing by the newest off-diagonal coefficient gives an explicit construction. Because p₋₁ = 0, the first step has only one term:

p₁ = (x − a₀) / b₁,

pⱼ₊₂ = ((x − aⱼ₊₁) pⱼ₊₁ − bⱼ₊₁ pⱼ) / bⱼ₊₂.

```lean
/-- The Lanczos polynomials `p_j` with diagonal coefficients `a_j` and off-diagonal coefficients
`b_j`. They obey the Lanczos recurrence if `b_1, b_2, …` are nonzero; the value `b_0` is never used.
-/
noncomputable def lanczosPoly (a b : ℕ → ℝ) : ℕ → ℝ[X]
  | 0 => 1
  | 1 => C ((b 1)⁻¹) * (X - C (a 0))
  | (j + 2) => C ((b (j + 2))⁻¹) *
      ((X - C (a (j + 1))) * lanczosPoly a b (j + 1) - C (b (j + 1)) * lanczosPoly a b j)
```

The coefficients are functions `a b : ℕ → ℝ`, and `lanczosPoly a b j` is pⱼ, an element of `ℝ[X]`, the polynomials with real coefficients. `X` is the variable and `C` turns a real number into a constant polynomial. The sequences are formally infinite, but pₙ₊₁ uses only a₀, …, aₙ and b₁, …, bₙ₊₁.

## Back to the undivided recurrence

The starting value is p₀ = 1.

```lean
/-- The Lanczos polynomials start from `p_0 = 1`. -/
theorem lanczosPoly_zero (a b : ℕ → ℝ) : lanczosPoly a b 0 = 1 := by
  rw [lanczosPoly]
```

Multiplying the formula for p₁ by b₁ ≠ 0 gives

b₁ p₁ = x − a₀.

```lean
/-- The first Lanczos step, where `p_(-1) = 0`: if `b_1` is nonzero,
then `b_1 p_1 = X - a_0`. -/
theorem lanczosPoly_first (a b : ℕ → ℝ) (h : b 1 ≠ 0) :
    C (b 1) * lanczosPoly a b 1 = X - C (a 0) := by
  rw [lanczosPoly, ← mul_assoc, ← C_mul, mul_inv_cancel₀ h, C_1, one_mul]
```

In the same way, multiplying the formula for pⱼ₊₂ by bⱼ₊₂ ≠ 0 gives

bⱼ₊₂ pⱼ₊₂ = (x − aⱼ₊₁) pⱼ₊₁ − bⱼ₊₁ pⱼ.

```lean
/-- The three-term Lanczos recurrence: if `b_(j+2)` is nonzero, then
`b_(j+2) p_(j+2) = (X - a_(j+1)) p_(j+1) - b_(j+1) p_j`. -/
theorem lanczosPoly_step (a b : ℕ → ℝ) (j : ℕ) (h : b (j + 2) ≠ 0) :
    C (b (j + 2)) * lanczosPoly a b (j + 2) =
      (X - C (a (j + 1))) * lanczosPoly a b (j + 1) - C (b (j + 1)) * lanczosPoly a b j := by
  rw [lanczosPoly, ← mul_assoc, ← C_mul, mul_inv_cancel₀ h, C_1, one_mul]
```

The recurrence is thus proved from the construction, and the only condition used at each step is that the coefficient being cancelled is nonzero. The right-hand side does not contain bⱼ₊₂, so this coefficient only sets the scale of pⱼ₊₂ and has no influence on its zeros. If a Lanczos run ends with bₘ = 0, any nonzero number may therefore take its place in the definition of pₘ.

## Cross-multiplying at two points

For n = 0 the sum is S₀ = 1, and the right-hand side of the formula is

b₁ p₁(x) − b₁ p₁(y) = (x − a₀) − (y − a₀) = x − y.

Now suppose that the formula holds for n. Take the recurrence for pₙ₊₂ at x and multiply it by pₙ₊₁(y); take it at y and multiply it by pₙ₊₁(x); subtract. Both products contain aₙ₊₁ pₙ₊₁(x)pₙ₊₁(y), which cancels, and what remains is

bₙ₊₂ (pₙ₊₂(x)pₙ₊₁(y) − pₙ₊₁(x)pₙ₊₂(y)) = (x − y) pₙ₊₁(x)pₙ₊₁(y) + bₙ₊₁ (pₙ₊₁(x)pₙ(y) − pₙ(x)pₙ₊₁(y)).

By the induction hypothesis the last term is (x − y) Sₙ(x, y). The right-hand side is then (x − y) Sₙ₊₁(x, y), which is the formula for n + 1.

```lean
/-- **Christoffel-Darboux formula** for the Lanczos polynomials, with `m = n + 1` and
`b_1, …, b_m` nonzero: `(x - y)` times the sum of `p_j(x) p_j(y)` over `j < m` equals
`b_m (p_m(x) p_(m-1)(y) - p_(m-1)(x) p_m(y))`. The points `x`, `y` lie in any field
containing the reals, such as the real or the complex numbers. -/
theorem christoffel_darboux {K : Type*} [Field K] [Algebra ℝ K] (a b : ℕ → ℝ) (n : ℕ)
    (hb : ∀ j ≤ n, b (j + 1) ≠ 0) (x y : K) :
    (x - y) * ∑ j ∈ Finset.range (n + 1),
        aeval x (lanczosPoly a b j) * aeval y (lanczosPoly a b j) =
      b (n + 1) • (aeval x (lanczosPoly a b (n + 1)) * aeval y (lanczosPoly a b n) -
        aeval x (lanczosPoly a b n) * aeval y (lanczosPoly a b (n + 1))) := by
  induction n with
  | zero =>
    have h := lanczosPoly_first a b (hb 0 le_rfl)
    have hx := congrArg (fun q : ℝ[X] => aeval x q) h
    have hy := congrArg (fun q : ℝ[X] => aeval y q) h
    simp only [map_mul, map_sub, aeval_C, aeval_X] at hx hy
    simp only [zero_add, Finset.sum_range_one, lanczosPoly_zero, map_one, Algebra.smul_def]
    linear_combination hy - hx
  | succ n ih =>
    have ih' := ih (fun j hj => hb j (by omega))
    -- the recurrence at the two points
    have h := lanczosPoly_step a b n (hb (n + 1) le_rfl)
    have hx := congrArg (fun q : ℝ[X] => aeval x q) h
    have hy := congrArg (fun q : ℝ[X] => aeval y q) h
    simp only [map_mul, map_sub, aeval_C, aeval_X] at hx hy
    rw [Algebra.smul_def] at ih'
    rw [Finset.sum_range_succ, Algebra.smul_def]
    -- cross-multiplying and subtracting removes the diagonal coefficient
    linear_combination ih' - aeval y (lanczosPoly a b (n + 1)) * hx +
      aeval x (lanczosPoly a b (n + 1)) * hy
```

In words, the theorem says that for all real coefficient sequences, every n with b₁, …, bₙ₊₁ nonzero, and all points x and y of a field K containing the real numbers, the Christoffel–Darboux formula holds. The condition on the coefficients is `hb`. The expression `aeval x (lanczosPoly a b j)` is the value pⱼ(x), `Finset.range (n + 1)` is the index set 0, …, n, and `•` multiplies an element of K by a real number. Taking K to be the complex numbers will matter for the zeros.

The proof is the induction above. In it, `hx` and `hy` are the recurrence evaluated at the two points, and `linear_combination` names the multiples of these equations that are to be combined, leaving the remaining algebra to be checked automatically.

The condition on the off-diagonal coefficients already matters for m = 1. If b₁ = 0, the recurrence demands 0 · p₁(x) = x − a₀, which no polynomial p₁ satisfies. Lean's convention 0⁻¹ = 0 would make p₁ the zero polynomial, and the formula would then read x − y = 0, which is false for any two distinct points.

## Equal points: the sum of squares

At x = y the formula reads 0 = 0 and says nothing about Sₙ(x, x). Differentiating the recurrence supplies the missing information:

bₙ₊₂ pₙ₊₂′ = pₙ₊₁ + (x − aₙ₊₁) pₙ₊₁′ − bₙ₊₁ pₙ′.

Multiply this by pₙ₊₁ and subtract the original recurrence multiplied by pₙ₊₁′. The diagonal coefficient cancels again:

bₙ₊₂ (pₙ₊₂′pₙ₊₁ − pₙ₊₁′pₙ₊₂) = pₙ₊₁² + bₙ₊₁ (pₙ₊₁′pₙ − pₙ′pₙ₊₁).

For n = 0 we have b₁p₁′ = 1 and p₀′ = 0, so b₁(p₁′p₀ − p₀′p₁) = 1 = p₀². Induction gives

p₀(x)² + … + pₙ(x)² = bₙ₊₁ (pₙ₊₁′(x)pₙ(x) − pₙ′(x)pₙ₊₁(x)).

```lean
/-- The confluent Christoffel-Darboux formula, with `m = n + 1` and `b_1, …, b_m` nonzero:
the sum of `p_j(x)^2` over `j < m` equals
`b_m (p_m'(x) p_(m-1)(x) - p_(m-1)'(x) p_m(x))`. -/
theorem christoffel_darboux_confluent {K : Type*} [Field K] [Algebra ℝ K] (a b : ℕ → ℝ)
    (n : ℕ) (hb : ∀ j ≤ n, b (j + 1) ≠ 0) (x : K) :
    ∑ j ∈ Finset.range (n + 1), aeval x (lanczosPoly a b j) ^ 2 =
      b (n + 1) •
        (aeval x (derivative (lanczosPoly a b (n + 1))) * aeval x (lanczosPoly a b n) -
          aeval x (derivative (lanczosPoly a b n)) * aeval x (lanczosPoly a b (n + 1))) := by
  induction n with
  | zero =>
    have hd := congrArg (fun q : ℝ[X] => aeval x (derivative q))
      (lanczosPoly_first a b (hb 0 le_rfl))
    simp only [derivative_mul, derivative_C, derivative_X, map_add, map_sub,
      map_mul, map_zero, map_one, aeval_C] at hd
    simp only [zero_add, Finset.sum_range_one, lanczosPoly_zero, derivative_one, map_one,
      map_zero, Algebra.smul_def]
    linear_combination -hd
  | succ n ih =>
    have ih' := ih (fun j hj => hb j (by omega))
    -- the recurrence and its derivative at the point
    have h := lanczosPoly_step a b n (hb (n + 1) le_rfl)
    have hx := congrArg (fun q : ℝ[X] => aeval x q) h
    have hd := congrArg (fun q : ℝ[X] => aeval x (derivative q)) h
    simp only [map_mul, map_sub, aeval_C, aeval_X] at hx
    simp only [derivative_mul, derivative_C, derivative_X, map_add, map_sub,
      map_mul, map_zero, map_one, aeval_C, aeval_X] at hd
    rw [Algebra.smul_def] at ih'
    rw [Finset.sum_range_succ, Algebra.smul_def]
    linear_combination ih' - aeval x (lanczosPoly a b (n + 1)) * hd +
      aeval x (derivative (lanczosPoly a b (n + 1))) * hx
```

The derivative is the algebraic `derivative` of a polynomial, so no limit is taken and the result holds in the same fields K as before. At a complex point the left-hand side contains the squares pⱼ(x)², not the squared moduli. In the proof, `hd` is the differentiated recurrence at x and `hx` the original one.

## Orthogonal vectors at distinct zeros

Let x ≠ y be two real zeros of pₙ₊₁. Both terms on the right of the Christoffel–Darboux formula vanish, so (x − y) Sₙ(x, y) = 0, and dividing by x − y leaves

Sₙ(x, y) = 0.

This is the scalar product of the vectors v(x) = (p₀(x), …, pₙ(x)) and v(y).

```lean
/-- With `m = n + 1` and `b_1, …, b_m` nonzero, the vectors `(p_0, …, p_(m-1))` taken at two
distinct real zeros of `p_m` are orthogonal. -/
theorem orthogonal_at_zeros (a b : ℕ → ℝ) (n : ℕ) (hb : ∀ j ≤ n, b (j + 1) ≠ 0)
    {x y : ℝ} (hxy : x ≠ y) (hx : aeval x (lanczosPoly a b (n + 1)) = 0)
    (hy : aeval y (lanczosPoly a b (n + 1)) = 0) :
    ∑ j ∈ Finset.range (n + 1),
      aeval x (lanczosPoly a b j) * aeval y (lanczosPoly a b j) = 0 := by
  have h := christoffel_darboux a b n hb x y
  rw [hx, hy, zero_mul, mul_zero, sub_zero, smul_zero] at h
  exact (mul_eq_zero.mp h).resolve_left (sub_ne_zero.mpr hxy)
```

These vectors are not normalised. The squared length of v(x) is Sₙ(x, x), which is at least 1 because of the entry p₀ = 1, so the unit vector is v(x)/√Sₙ(x, x). The two zeros must be distinct: for x = y the sum is this squared length, which is never zero.

## Every complex zero is real

Let z be a complex zero of pₙ₊₁ and take its conjugate z̄ as the second point. The polynomials have real coefficients, so pⱼ(z̄) is the conjugate of pⱼ(z). Hence z̄ is also a zero of pₙ₊₁, and every product in the sum is a squared modulus:

(z − z̄) (|p₀(z)|² + … + |pₙ(z)|²) = 0.

The second factor is at least |p₀(z)|² = 1. Therefore z = z̄, and z is real.

```lean
/-- With `m = n + 1` and `b_1, …, b_m` nonzero, every complex zero of `p_m` is real. -/
theorem zeros_real (a b : ℕ → ℝ) (n : ℕ) (hb : ∀ j ≤ n, b (j + 1) ≠ 0)
    {z : ℂ} (hz : aeval z (lanczosPoly a b (n + 1)) = 0) : z.im = 0 := by
  -- the second point is the complex conjugate of the first
  have h := christoffel_darboux a b n hb z (starRingEnd ℂ z)
  have hc : aeval (starRingEnd ℂ z) (lanczosPoly a b (n + 1)) = 0 := by
    rw [aeval_conj, hz, map_zero]
  rw [hz, hc, zero_mul, mul_zero, sub_zero, smul_zero] at h
  have hs : ∑ j ∈ Finset.range (n + 1),
      aeval z (lanczosPoly a b j) * aeval (starRingEnd ℂ z) (lanczosPoly a b j) =
      ((∑ j ∈ Finset.range (n + 1), Complex.normSq (aeval z (lanczosPoly a b j)) : ℝ) : ℂ) := by
    rw [Complex.ofReal_sum]
    refine Finset.sum_congr rfl fun j _ => ?_
    rw [aeval_conj, Complex.mul_conj]
  have pos : 0 < ∑ j ∈ Finset.range (n + 1), Complex.normSq (aeval z (lanczosPoly a b j)) :=
    Finset.sum_pos' (fun j _ => Complex.normSq_nonneg _)
      ⟨0, by simp, by simp [lanczosPoly_zero]⟩
  rw [hs] at h
  have hzz := (mul_eq_zero.mp h).resolve_right (Complex.ofReal_ne_zero.mpr pos.ne')
  exact Complex.conj_eq_iff_im.mp (sub_eq_zero.mp hzz).symm
```

The conclusion `z.im = 0` says that the imaginary part vanishes. `starRingEnd ℂ z` is z̄ and `Complex.normSq` is the squared modulus. The step `hs` rewrites the sum as a real number, and `pos` shows that this number is positive by pointing to the term j = 0.

## Every real zero is simple

Let x be a real zero of pₙ₊₁. The second term of the formula for equal points vanishes, which leaves

p₀(x)² + … + pₙ(x)² = bₙ₊₁ pₙ₊₁′(x) pₙ(x).

The left-hand side is at least 1, so neither pₙ₊₁′(x) nor pₙ(x) can be zero. The zero is simple, and consecutive polynomials have no real zero in common.

```lean
/-- With `m = n + 1` and `b_1, …, b_m` nonzero, every real zero of `p_m` is simple and is
not a zero of `p_(m-1)`. -/
theorem zeros_simple (a b : ℕ → ℝ) (n : ℕ) (hb : ∀ j ≤ n, b (j + 1) ≠ 0)
    {x : ℝ} (hx : aeval x (lanczosPoly a b (n + 1)) = 0) :
    aeval x (derivative (lanczosPoly a b (n + 1))) ≠ 0 ∧ aeval x (lanczosPoly a b n) ≠ 0 := by
  have h := christoffel_darboux_confluent a b n hb x
  -- the sum of squares contains the term `p_0 ^ 2 = 1`
  have pos : 0 < ∑ j ∈ Finset.range (n + 1), aeval x (lanczosPoly a b j) ^ 2 :=
    Finset.sum_pos' (fun j _ => sq_nonneg _) ⟨0, by simp, by simp [lanczosPoly_zero]⟩
  rw [h, hx, mul_zero, sub_zero] at pos
  constructor <;> intro h0 <;> rw [h0] at pos <;> simp at pos

end LanczosChristoffelDarboux
```

```lean
#print axioms LanczosChristoffelDarboux.christoffel_darboux
-- 'LanczosChristoffelDarboux.christoffel_darboux' depends on axioms: [propext, Classical.choice, Quot.sound]
#print axioms LanczosChristoffelDarboux.orthogonal_at_zeros
-- 'LanczosChristoffelDarboux.orthogonal_at_zeros' depends on axioms: [propext, Classical.choice, Quot.sound]
#print axioms LanczosChristoffelDarboux.zeros_real
-- 'LanczosChristoffelDarboux.zeros_real' depends on axioms: [propext, Classical.choice, Quot.sound]
#print axioms LanczosChristoffelDarboux.zeros_simple
-- 'LanczosChristoffelDarboux.zeros_simple' depends on axioms: [propext, Classical.choice, Quot.sound]
```

## Ritz values, residuals and spectral weights

In a Lanczos code these quantities appear through the tridiagonal matrix Tₘ, with a₀, …, aₘ₋₁ on the diagonal and b₁, …, bₘ₋₁ beside it. Tₘ does not occur in the Lean development; its link to the polynomials is the recurrence read row by row:

Tₘ v(x) = x v(x) − bₘ pₘ(x) e,

where e is the last unit vector. At a zero θ of pₘ the final term vanishes, so θ is an eigenvalue of Tₘ, called a Ritz value, with eigenvector v(θ). For a finite Hamiltonian matrix, the Ritz values are the approximate energies that the Lanczos method delivers.

A tridiagonal eigensolver returns, up to sign, the normalised eigenvector s = v(θ)/√Sₘ₋₁(θ, θ). Two of its entries are used directly:

- The last entry gives the residual norm ‖Au − θu‖ of the Ritz vector u = s₀q₀ + … + sₘ₋₁qₘ₋₁, where s₀, …, sₘ₋₁ are the entries of s. It is |bₘ| |pₘ₋₁(θ)| / √Sₘ₋₁(θ, θ), and is obtained without forming u. Since pₘ₋₁(θ) ≠ 0, this is never exactly zero while bₘ ≠ 0.
- The square of the first entry is the weight of θ in the Lanczos approximation to the spectral function of q₀. By the formula for equal points, it equals 1 / (bₘ pₘ′(θ) pₘ₋₁(θ)).

For a₀ = a₁ = 0 and b₁ = b₂ = 1, the polynomials are p₁ = x and p₂ = x² − 1. The Ritz values are 1 and −1, with the orthogonal vectors (1, 1) and (1, −1). Each weight is 1/2; at θ = 1, for instance, b₂ p₂′(1) p₁(1) = 2. Each residual norm is 1/√2.

Coefficients computed in floating point are still real numbers, so the theorems proved above apply to the polynomials built from them as long as the bⱼ are nonzero. What rounding damages is the orthogonality of the Lanczos vectors. Tₘ is then no longer the projection of A onto their span, and the residual formula, which assumes orthonormal Lanczos vectors, is no longer exact. The spurious copies of converged eigenvalues that then appear are distinct zeros of pₘ, though they may lie too close together for the working precision to separate.
